# At fixed radius, a shifted Fermi circle with spin locked to the momentum angle has a spin density that depends on its radial velocity only through the sign

The theorem `circleResponse_eq` concerns a two-dimensional model of one-particle spinors, in which a Fermi circle of radius k on branch s has radial velocity v = bk + sa. It states that, for v ≠ 0, the circle's σ_y density per unit shift of the Fermi sea along x is sk/(4π) times the sign of v. For s = ±1 the spinors are normalised and s cos t is the mean of σ_y at angle t; the theorem allows any real s, for which s cos t is the unnormalised value and the normalised one would be 2s cos t/(1 + s²). The proof puts this value into the angular integral, writes v/|v| as a sign, integrates cos² t over the full circle, and leaves the remaining algebra to `field_simp` and `norm_num`.

This version doesn't compile in Lean 4 with Mathlib:

```lean
import Mathlib

open Real Matrix

namespace EdelsteinResponse

noncomputable section

/-- The Pauli matrix `σ_y`. -/
def sigmaY : Matrix (Fin 2) (Fin 2) ℂ := !![0, -Complex.I; Complex.I, 0]

/-- The spinor of branch `s` at momentum angle `t`. -/
def spinor (s t : ℝ) : Fin 2 → ℂ :=
  ![((√2 : ℝ) : ℂ)⁻¹,
    ((√2 : ℝ) : ℂ)⁻¹ * (s * (Complex.I * (Real.cos t : ℝ) - (Real.sin t : ℝ)))]

/-- The radial group velocity of branch `s` at radial momentum `k`. -/
def radialVelocity (b a s k : ℝ) : ℝ := b * k + s * a

/-- The expectation value of `σ_y` in the spinor of branch `s` at angle `t`. -/
def meanY (s t : ℝ) : ℝ := (star (spinor s t) ⬝ᵥ (sigmaY *ᵥ spinor s t)).re

/-- The `σ_y` density from a Fermi circle of radius `k` on branch `s`, per unit shift of the
Fermi sea along `x`; the domain is nonzero radial velocity. -/
def circleResponse (b a s k : ℝ) : ℝ :=
  k / (4 * π ^ 2) * ∫ t in (0 : ℝ)..(2 * π),
    meanY s t * (radialVelocity b a s k * Real.cos t / |radialVelocity b a s k|)

/-- The spinor of branch `s` at angle `t` has `σ_y` expectation `s cos t`. -/
theorem spin_expectation (s t : ℝ) :
    star (spinor s t) ⬝ᵥ (sigmaY *ᵥ spinor s t) = ((s * Real.cos t : ℝ) : ℂ) := by
  have hc : (((√2 : ℝ) : ℂ)⁻¹) ^ 2 = 1 / 2 := by
    rw [inv_pow, ← Complex.ofReal_pow, Real.sq_sqrt (by norm_num)]
    norm_num
  simp [spinor, sigmaY, Matrix.mulVec, dotProduct, Fin.sum_univ_two,
    -Complex.ofReal_cos, -Complex.ofReal_sin]
  linear_combination 2 * (s : ℂ) * ((Real.cos t : ℝ) : ℂ) * hc
    - 2 * (((√2 : ℝ) : ℂ)⁻¹) ^ 2 * (s : ℂ) * ((Real.cos t : ℝ) : ℂ) * Complex.I_sq

/-- A Fermi circle contributes `s k/(4π)` times the sign `v/|v|` of its radial velocity. -/
theorem circleResponse_eq (b a s k : ℝ) (hv : radialVelocity b a s k ≠ 0) :
    circleResponse b a s k = s * k / (4 * π) * SignType.sign (radialVelocity b a s k) := by
  have hq : radialVelocity b a s k / |radialVelocity b a s k|
      = SignType.sign (radialVelocity b a s k) := by
    rw [div_eq_iff (abs_ne_zero.mpr hv), sign_mul_abs]
  have h : ∀ t, meanY s t * (radialVelocity b a s k * Real.cos t / |radialVelocity b a s k|)
      = (s * (SignType.sign (radialVelocity b a s k) : ℝ)) * Real.cos t ^ 2 := by
    intro t
    rw [meanY, spin_expectation, Complex.ofReal_re, ← hq]
    ring
  unfold circleResponse
  simp_rw [h]
  -- the angular average of cos² leaves a factor π
  rw [intervalIntegral.integral_const_mul, integral_cos_sq]
  generalize (SignType.sign (radialVelocity b a s k) : ℝ) = q
  have hpi : π * π⁻¹ = 1 := mul_inv_cancel₀ Real.pi_ne_zero
  simp only [Real.sin_two_pi, Real.sin_zero, mul_zero, sub_zero, zero_add]
  field_simp
  norm_num

end

end EdelsteinResponse
```

The error:

```
Main.lean:59:2: error: No goals to be solved
```

After these edits no error is left:

```diff
@@ -51,11 +51,9 @@
   unfold circleResponse
   simp_rw [h]
-  -- the angular average of cos² leaves a factor π
+  -- the integral of cos² over the full circle is π
   rw [intervalIntegral.integral_const_mul, integral_cos_sq]
   generalize (SignType.sign (radialVelocity b a s k) : ℝ) = q
-  have hpi : π * π⁻¹ = 1 := mul_inv_cancel₀ Real.pi_ne_zero
   simp only [Real.sin_two_pi, Real.sin_zero, mul_zero, sub_zero, zero_add]
   field_simp
-  norm_num
 
 end
```

Diagnosis. The message "No goals to be solved" points to the last line of the proof, `norm_num`. It means that the tactic was called when nothing was left to prove.

By then `simp only` has removed the sine terms from the evaluated integral, and what remains is an identity between fractions in k, s, π and the sign, now called `q`. `field_simp` does more here than clear denominators: it cancels the common factors and closes the identity itself. The `norm_num` after it therefore has no goal to work on, and Lean reports this as an error. Deleting that line is the whole cure.

The other two changes are tidying. The hypothesis `hpi`, which says that π times its inverse is 1, is removed, and the proof goes through without it. The reworded comment now says that the integral of cos² over the full circle is π, where the old one spoke of an angular average, which would be 1/2. Comments have no effect on the proof.
